# Plasmon strength of a point core hole below a wavevector cutoff: $e^2Q/(\pi\hbar w)$ for a dispersionless plasmon

A plasmon wavevector $q$ is a vector in Euclidean three-space, with length $|q|$ in inverse length units. The core hole is a static point charge of magnitude $e$, in Gaussian units, where the Coulomb energy of two such charges at distance $d$ is $e^2/d$. A plasmon of wavevector $q$ has angular frequency $w(|q|)$ and energy $\hbar w(|q|)$. The squared coupling of the hole to this plasmon, multiplied by the volume of the system, is taken to be $2\pi e^2\hbar w(|q|)/|q|^2$. This is the usual plasmon-pole coupling when $w$ is the plasma frequency; keeping it for a $w$ that varies with $|q|$ is a model choice, discussed in the last section. Dividing it by $(\hbar w(|q|))^2$ gives the density of excited plasmons $n(q)$, and integrating that density gives the intrinsic strength $S(Q)$ up to a cutoff $Q$:

$$
n(q)=\frac{2\pi e^2}{|q|^2\,\hbar w(|q|)},\qquad
S(Q)=\frac{1}{(2\pi)^3}\int_{|q|<Q} n(q)\,d^3q .
$$

The cutoff stands for the wavevector beyond which the plasmon is no longer treated as a separate mode. For constant $w$, with $e,\hbar,w,Q>0$,

$$
S(Q)=\frac{e^2Q}{\pi\hbar w}>0 .
$$

## A reference value for satellite weights

When this coupling is linear and the plasmons are independent and initially in their ground state, $S$ is the mean number of plasmons excited by the sudden creation of the core hole, and it sets the satellite weights. A code that evaluates $S$ on a wavevector grid can be compared with the closed form for a flat dispersion. The comparison tests the factor $(2\pi)^3$, the units and the treatment of small $q$.

## Cancellation of the Coulomb factor by the shell area

A shell of radius $r$ has area $4\pi r^2$, so a function $f(|q|)$ integrates to

$$
\int_{|q|<Q} f(|q|)\,d^3q=4\pi\int_0^Q r^2f(r)\,dr .
$$

With $f(r)=2\pi e^2/(r^2\hbar w(r))$, the factor $r^2$ cancels for $r>0$; the origin has zero volume. Hence

$$
S(Q)=\frac{4\pi}{8\pi^3}\int_0^Q\frac{2\pi e^2}{\hbar w(r)}\,dr
=\frac{e^2}{\pi\hbar}\int_0^Q\frac{dr}{w(r)} .
$$

If $w$ is continuous and positive on $[0,Q]$, the remaining integrand is continuous, so $n$ is integrable despite its singularity at the origin. For constant $w$ the last integral is $Q/w$, which gives the stated result. This $S$ grows linearly and without bound as $Q\to\infty$.

For $w(r)=w_0(1+(r/k)^2)$ with $w_0,k>0$, the function $(k/w_0)\arctan(r/k)$ has derivative $1/w(r)$ and vanishes at $r=0$. Therefore

$$
S(Q)=\frac{e^2k}{\pi\hbar w_0}\arctan\frac{Q}{k}<\frac{e^2k}{2\hbar w_0},
$$

because $\arctan x<\pi/2$. This holds for every $Q\ge0$ and rests on the coupling chosen in the opening.

## The Lean file

```lean
import Mathlib

open MeasureTheory Set Metric Real Filter

noncomputable section

namespace CoreHolePlasmon

/-- Plasmon wavevectors in three-dimensional space. -/
abbrev Wavevector := EuclideanSpace ℝ (Fin 3)

/-- Density of plasmons excited at wavevector `q` by a point core hole, for the dispersion `w
(‖q‖)`. The formula is meant for `q ≠ 0` and `hbar * w ‖q‖ > 0`; where the denominator is zero,
Lean's division gives the value 0. -/
def occupation (e hbar : ℝ) (w : ℝ → ℝ) (q : Wavevector) : ℝ :=
  2 * π * e ^ 2 / (‖q‖ ^ 2 * (hbar * w ‖q‖))

/-- Intrinsic plasmon strength: the occupation integrated over all wavevectors shorter than the
cutoff `Q`, divided by `(2π)³`. -/
def plasmonStrength (e hbar : ℝ) (w : ℝ → ℝ) (Q : ℝ) : ℝ :=
  (∫ q in ball (0 : Wavevector) Q, occupation e hbar w q) / (2 * π) ^ 3

/-- Cutting an isotropic function off outside a ball is the same as cutting off its radial
profile. -/
theorem indicator_ball_radial (Q : ℝ) (f : ℝ → ℝ) :
    (ball (0 : Wavevector) Q).indicator (fun q => f ‖q‖)
      = fun q => (Iio Q).indicator f ‖q‖ := by
  funext q
  by_cases h : ‖q‖ < Q
  · rw [indicator_of_mem (mem_ball_zero_iff.mpr h), indicator_of_mem (mem_Iio.mpr h)]
  · rw [indicator_of_notMem (mt mem_ball_zero_iff.mp h), indicator_of_notMem (mt mem_Iio.mp h)]

/-- The integral of an isotropic function over a ball of wavevectors is a sum over spherical
shells of area `4πr²`. -/
theorem integral_ball_radial {Q : ℝ} (hQ : 0 ≤ Q) (f : ℝ → ℝ) :
    ∫ q in ball (0 : Wavevector) Q, f ‖q‖ = 4 * π * ∫ r in (0 : ℝ)..Q, r ^ 2 * f r := by
  have hv : (volume : Measure Wavevector).real (ball 0 1) = 4 * π / 3 := by
    rw [measureReal_def, EuclideanSpace.volume_ball_fin_three, ENNReal.toReal_mul,
      ENNReal.toReal_pow, ENNReal.toReal_ofReal zero_le_one,
      ENNReal.toReal_ofReal (by positivity)]
    ring
  have hi : ∀ r : ℝ, r ^ 2 * (Iio Q).indicator f r
      = (Iio Q).indicator (fun r => r ^ 2 * f r) r := by
    intro r
    by_cases h : r < Q <;> simp [h]
  calc ∫ q in ball (0 : Wavevector) Q, f ‖q‖
      = ∫ q : Wavevector, (Iio Q).indicator f ‖q‖ := by
        rw [← integral_indicator measurableSet_ball, indicator_ball_radial Q f]
    _ = 4 * π * ∫ r in Ioi (0 : ℝ), (Iio Q).indicator (fun r => r ^ 2 * f r) r := by
        -- polar coordinates
        rw [integral_fun_norm_addHaar (volume : Measure Wavevector) ((Iio Q).indicator f),
          finrank_euclideanSpace_fin, hv]
        simp only [nsmul_eq_mul, smul_eq_mul, Nat.reduceSub, hi]
        push_cast
        ring
    _ = 4 * π * ∫ r in (0 : ℝ)..Q, r ^ 2 * f r := by
        rw [setIntegral_indicator measurableSet_Iio, Ioi_inter_Iio,
          intervalIntegral.integral_of_le hQ, integral_Ioc_eq_integral_Ioo]

/-- The area factor `r²` of a shell cancels the Coulomb factor `1/r²` of the occupation. -/
theorem shell_cancels_coulomb (e hbar w : ℝ) {r : ℝ} (hr : r ≠ 0) :
    r ^ 2 * (2 * π * e ^ 2 / (r ^ 2 * (hbar * w))) = 2 * π * e ^ 2 / (hbar * w) :=
  (mul_div_assoc _ _ _).symm.trans (mul_div_mul_left _ _ (pow_ne_zero 2 hr))

/-- For a continuous positive dispersion the occupation is integrable up to the cutoff, and the
strength `S` obeys `π ħ S = e² ∫₀^Q dr / w(r)`. -/
theorem plasmonStrength_radial {e hbar Q : ℝ} {w : ℝ → ℝ} (hh : 0 < hbar) (hQ : 0 ≤ Q)
    (hw : ContinuousOn w (Icc 0 Q)) (hpos : ∀ r ∈ Icc 0 Q, 0 < w r) :
    IntegrableOn (occupation e hbar w) (ball 0 Q) ∧
      π * hbar * plasmonStrength e hbar w Q = e ^ 2 * ∫ r in (0 : ℝ)..Q, 1 / w r := by
  constructor
  · -- the radial integrand is continuous once the Coulomb factor has cancelled
    have hc : IntegrableOn (fun r => 2 * π * e ^ 2 / (hbar * w r)) (Ioo 0 Q) :=
      (ContinuousOn.integrableOn_Icc (continuousOn_const.div (continuousOn_const.mul hw)
        (fun r hr => mul_ne_zero hh.ne' (hpos r hr).ne'))).mono_set Ioo_subset_Icc_self
    have hd : IntegrableOn ((Iio Q).indicator (fun r => 2 * π * e ^ 2 / (hbar * w r)))
        (Ioi 0) := by
      rw [IntegrableOn, integrable_indicator_iff measurableSet_Iio, IntegrableOn,
        Measure.restrict_restrict measurableSet_Iio, inter_comm, Ioi_inter_Iio]
      exact hc
    have hrad : Integrable (fun q : Wavevector =>
        (Iio Q).indicator (fun r => 2 * π * e ^ 2 / (r ^ 2 * (hbar * w r))) ‖q‖) := by
      refine (integrable_fun_norm_addHaar (volume : Measure Wavevector)).mpr ?_
      refine hd.congr_fun (fun r hr => ?_) measurableSet_Ioi
      have hr0 : r ≠ 0 := ne_of_gt hr
      simp only [finrank_euclideanSpace_fin, smul_eq_mul, indicator_apply, Nat.reduceSub]
      split_ifs
      · exact (shell_cancels_coulomb e hbar (w r) hr0).symm
      · simp
    have hb : (ball (0 : Wavevector) Q).indicator (occupation e hbar w) = fun q =>
        (Iio Q).indicator (fun r => 2 * π * e ^ 2 / (r ^ 2 * (hbar * w r))) ‖q‖ :=
      indicator_ball_radial Q (fun r => 2 * π * e ^ 2 / (r ^ 2 * (hbar * w r)))
    rw [← integrable_indicator_iff measurableSet_ball, hb]
    exact hrad
  · have h1 : ∫ q in ball (0 : Wavevector) Q, occupation e hbar w q
        = 4 * π * ∫ r in (0 : ℝ)..Q, r ^ 2 * (2 * π * e ^ 2 / (r ^ 2 * (hbar * w r))) :=
      integral_ball_radial hQ (fun r => 2 * π * e ^ 2 / (r ^ 2 * (hbar * w r)))
    have h2 : ∫ r in (0 : ℝ)..Q, r ^ 2 * (2 * π * e ^ 2 / (r ^ 2 * (hbar * w r)))
        = 2 * π * e ^ 2 / hbar * ∫ r in (0 : ℝ)..Q, 1 / w r := by
      rw [← intervalIntegral.integral_const_mul, intervalIntegral.integral_of_le hQ,
        intervalIntegral.integral_of_le hQ]
      refine setIntegral_congr_fun measurableSet_Ioc (fun r hr => ?_)
      exact (shell_cancels_coulomb e hbar (w r) hr.1.ne').trans
        (by rw [div_mul_div_comm, mul_one])
    rw [plasmonStrength, h1, h2]
    field_simp
    ring

/-- A point core hole coupled to a dispersionless plasmon of frequency `w` has the positive
intrinsic plasmon strength `e² Q / (π ħ w)`. -/
theorem plasmonStrength_flat {e hbar w Q : ℝ} (he : 0 < e) (hh : 0 < hbar) (hw : 0 < w)
    (hQ : 0 < Q) :
    0 < plasmonStrength e hbar (fun _ => w) Q ∧
      plasmonStrength e hbar (fun _ => w) Q = e ^ 2 * Q / (π * hbar * w) := by
  have h := (plasmonStrength_radial (e := e) (w := fun _ => w) hh hQ.le
    continuousOn_const (fun _ _ => hw)).2
  rw [intervalIntegral.integral_const, smul_eq_mul, sub_zero] at h
  have hS : plasmonStrength e hbar (fun _ => w) Q = e ^ 2 * Q / (π * hbar * w) := by
    rw [eq_div_iff (by positivity)]
    calc plasmonStrength e hbar (fun _ => w) Q * (π * hbar * w)
        = (π * hbar * plasmonStrength e hbar (fun _ => w) Q) * w := by ring
      _ = e ^ 2 * Q := by
        rw [h]
        field_simp
  exact ⟨by rw [hS]; positivity, hS⟩

/-- For a dispersionless plasmon the strength grows without bound as the cutoff is removed. -/
theorem plasmonStrength_flat_diverges {e hbar w : ℝ} (he : 0 < e) (hh : 0 < hbar)
    (hw : 0 < w) : Tendsto (plasmonStrength e hbar (fun _ => w)) atTop atTop := by
  have hc : 0 < e ^ 2 / (π * hbar * w) := by positivity
  refine (tendsto_id.const_mul_atTop hc).congr' ?_
  filter_upwards [eventually_gt_atTop (0 : ℝ)] with Q hQ
  rw [(plasmonStrength_flat he hh hw hQ).2, id, div_mul_eq_mul_div]

/-- For the quadratic dispersion `w₀ (1 + (q/k)²)` the strength is an arctangent of the cutoff,
and it stays below `e² k / (2 ħ w₀)`. -/
theorem plasmonStrength_quadratic {e hbar w₀ k Q : ℝ} (he : 0 < e) (hh : 0 < hbar)
    (hw : 0 < w₀) (hk : 0 < k) (hQ : 0 ≤ Q) :
    plasmonStrength e hbar (fun r => w₀ * (1 + (r / k) ^ 2)) Q
        = e ^ 2 * k / (π * hbar * w₀) * arctan (Q / k) ∧
      plasmonStrength e hbar (fun r => w₀ * (1 + (r / k) ^ 2)) Q
        < e ^ 2 * k / (2 * hbar * w₀) := by
  have hcont : Continuous (fun r : ℝ => w₀ * (1 + (r / k) ^ 2)) := by fun_prop
  have hpos : ∀ r : ℝ, 0 < w₀ * (1 + (r / k) ^ 2) := fun r => by positivity
  have h := (plasmonStrength_radial (e := e) hh hQ hcont.continuousOn (fun r _ => hpos r)).2
  -- an explicit antiderivative of the inverse dispersion
  have hder : ∀ r : ℝ, HasDerivAt (fun r => k / w₀ * arctan (r / k))
      (1 / (w₀ * (1 + (r / k) ^ 2))) r := by
    intro r
    refine ((((hasDerivAt_id r).div_const k).arctan).const_mul (k / w₀)).congr_deriv ?_
    simp only [id]
    field_simp
  have hint : ∫ r in (0 : ℝ)..Q, 1 / (w₀ * (1 + (r / k) ^ 2)) = k / w₀ * arctan (Q / k) := by
    rw [intervalIntegral.integral_eq_sub_of_hasDerivAt (fun r _ => hder r)
      ((continuous_const.div hcont (fun r => (hpos r).ne')).intervalIntegrable 0 Q)]
    simp
  rw [hint] at h
  have hS : plasmonStrength e hbar (fun r => w₀ * (1 + (r / k) ^ 2)) Q
      = e ^ 2 * k / (π * hbar * w₀) * arctan (Q / k) := by
    have hne : π * hbar ≠ 0 := by positivity
    apply mul_left_cancel₀ hne
    rw [h]
    field_simp
  refine ⟨hS, ?_⟩
  rw [hS]
  calc e ^ 2 * k / (π * hbar * w₀) * arctan (Q / k)
      < e ^ 2 * k / (π * hbar * w₀) * (π / 2) :=
        mul_lt_mul_of_pos_left (arctan_lt_pi_div_two _) (by positivity)
    _ = e ^ 2 * k / (2 * hbar * w₀) := by field_simp

end CoreHolePlasmon
```

```lean
#print axioms CoreHolePlasmon.plasmonStrength_flat
#print axioms CoreHolePlasmon.plasmonStrength_flat_diverges
#print axioms CoreHolePlasmon.plasmonStrength_quadratic
```

```
'CoreHolePlasmon.plasmonStrength_flat' depends on axioms: [propext, Classical.choice, Quot.sound]
'CoreHolePlasmon.plasmonStrength_flat_diverges' depends on axioms: [propext, Classical.choice, Quot.sound]
'CoreHolePlasmon.plasmonStrength_quadratic' depends on axioms: [propext, Classical.choice, Quot.sound]
```

## From the lemmas to the strength

`Wavevector` is `EuclideanSpace ℝ (Fin 3)`, `occupation` is $n(q)$, and `plasmonStrength` is $S(Q)$. The dispersion is a function `w : ℝ → ℝ` of the wavevector's length; `fun _ => w` is the flat case.

`indicator_ball_radial` turns the cutoff on the ball into a cutoff on the radius. `integral_ball_radial` then applies Mathlib's polar-coordinate theorem; the dimension 3 times the unit-ball volume $4\pi/3$ supplies the factor $4\pi$. `shell_cancels_coulomb` is the cancellation of $r^2$.

`plasmonStrength_radial` combines these into $\pi\hbar S=e^2\int_0^Q dr/w(r)$ and also proves integrability. That clause matters because Lean assigns the value zero to the integral of a non-integrable function. `plasmonStrength_flat` evaluates the constant case and proves positivity, and `plasmonStrength_flat_diverges` gives the limit. In `plasmonStrength_quadratic`, `hder` checks the antiderivative, `hint` applies the fundamental theorem of calculus, and the final `calc` uses the bound on the arctangent.

## Assumptions behind the density and the cutoff

The theorems concern exact real integrals over a sharp spherical cutoff; they give no error bound for a grid or for floating-point arithmetic. In the Lean file the density $n(q)$ is a definition, not derived from a Hamiltonian or a dielectric function, and $Q$ is an input. Core-hole recoil, a finite core-orbital size, plasmon damping, and extrinsic losses of the outgoing electron are absent.

The density also fixes how the coupling depends on dispersion: with the volume factor included as in the opening, the squared coupling is $2\pi e^2\hbar w(|q|)/|q|^2$. A plasmon-pole code whose squared coupling is $2\pi e^2\hbar w_p^2/(|q|^2w(|q|))$, with $w_p$ the plasma frequency, agrees with it for $w=w_p$ but has a different integrand once the plasmon disperses. The arctangent formula is then not its reference value. If a single undamped plasmon exhausts the f-sum rule at each $q$, its coupling has this second form, so the density used here violates that rule once the plasmon disperses.
